# Neglecting all hopping gives an upper bound on the grand potential of independent fermions

Take independent fermions on finitely many sites, one orthonormal spin-orbital per site (an orbital open to both spins counts as two sites), with Hermitian one-particle Hamiltonian $H$ and levels $e_j$. At temperature $T>0$ (in energy units) and chemical potential $\mu$,

$$-T\sum_j \ln\!\left(1+e^{-(e_j-\mu)/T}\right)\;\le\;-T\sum_i \ln\!\left(1+e^{-(H_{ii}-\mu)/T}\right),$$

with equality exactly when every hopping element $H_{ik}$, $i\neq k$, is zero. The left side is the grand potential $\Omega$; the right side is what remains if the sites are treated as isolated.

The levels require a diagonalisation, while the on-site energies can be read off the matrix. For non-interacting fermions in a finite orthonormal basis, a linear-scaling calculation therefore has a cheap ceiling for $\Omega$: a computed value clearly above it is wrong.

## Levels, occupations and on-site energies

```lean
import Mathlib

open Matrix Finset

namespace HoppingGrandPotential

noncomputable section

variable {ι 𝕜 : Type*} [Fintype ι] [DecidableEq ι] [RCLike 𝕜]
```

The type `ι` labels the sites, and also the levels, since there are equally many. `Fintype ι` says that there are finitely many. The symbol `𝕜` stands for the real or the complex numbers, so real symmetric and complex Hermitian Hamiltonians are treated together.

```lean
/-- Logarithm of the grand-canonical partition function of one fermionic level of energy `x`,
at temperature `T ≠ 0` (in energy units) and chemical potential `μ`. -/
def levelLogZ (T μ x : ℝ) : ℝ := Real.log (1 + Real.exp (-(x - μ) / T))
```

This is $g(x)=\ln(1+e^{-(x-\mu)/T})$, the logarithm of the partition function of one level that is either empty or singly occupied. A spin-degenerate level has to be listed twice.

```lean
/-- Fermi-Dirac occupation of a level of energy `x`, at temperature `T ≠ 0`. -/
def fermi (T μ x : ℝ) : ℝ := 1 / (1 + Real.exp ((x - μ) / T))
```

This is the Fermi–Dirac occupation $f(x)=1/(1+e^{(x-\mu)/T})$. It enters through the slope $g'(x)=-f(x)/T$.

```lean
/-- Grand potential of independent fermions in levels `e`, at temperature `T ≠ 0`. -/
def grandPotential (T μ : ℝ) (e : ι → ℝ) : ℝ := -T * ∑ i, levelLogZ T μ (e i)
```

Here $\Omega=-T\sum_i g(e_i)$. The function accepts any list of energies, so it can be evaluated at the true levels or at the on-site energies. That the many-particle trace over Fock space factorises into this sum is the standard result for independent fermions; it is built into the definition and not derived.

```lean
/-- On-site energies: the real parts of the diagonal elements of the Hamiltonian matrix. -/
def onsite (H : Matrix ι ι 𝕜) (i : ι) : ℝ := RCLike.re (H i i)
```

`onsite H i` is $\operatorname{Re}H_{ii}$. The diagonal of a Hermitian matrix is real, so taking the real part only turns an element of `𝕜` into a real number.

## The one-level function lies above its tangents

```lean
/-- For `T > 0`, the one-level `ln Z` lies strictly above its tangent at any other energy `m`;
the slope of the tangent is minus the Fermi occupation divided by `T`. -/
theorem levelLogZ_tangent {T : ℝ} (hT : 0 < T) (μ : ℝ) {m x : ℝ} (h : x ≠ m) :
    levelLogZ T μ m - fermi T μ m / T * (x - m) < levelLogZ T μ x := by
  have hA := Real.exp_pos (-(m - μ) / T)
  have hB := Real.exp_pos (-(x - μ) / T)
  have hf : fermi T μ m
      = Real.exp (-(m - μ) / T) / (1 + Real.exp (-(m - μ) / T)) := by
    have h1 : Real.exp ((m - μ) / T) = (Real.exp (-(m - μ) / T))⁻¹ := by
      rw [← Real.exp_neg]
      congr 1
      ring
    rw [fermi, h1]
    field_simp
    ring
  have hne : (0 : ℝ) ≠ -(x - μ) / T - -(m - μ) / T := by
    intro h0
    have h2 : (m - x) / T = 0 := by rw [h0]; ring
    rcases div_eq_zero_iff.mp h2 with h3 | h3
    · exact h (by linarith)
    · exact hT.ne' h3
  have hlin : fermi T μ m / T * (x - m)
      = -(fermi T μ m * (-(x - μ) / T - -(m - μ) / T)) := by ring
  rw [hlin, hf]
  unfold levelLogZ
  generalize -(m - μ) / T = a at *
  generalize -(x - μ) / T = b at *
  -- strict convexity of exp between 0 and b - a, weighted by hole and particle occupations
  have hs := strictConvexOn_exp.2 (Set.mem_univ 0) (Set.mem_univ (b - a)) hne
    (show 0 < 1 / (1 + Real.exp a) by positivity)
    (show 0 < Real.exp a / (1 + Real.exp a) by positivity) (by field_simp)
  simp only [smul_eq_mul, mul_zero, zero_add, Real.exp_zero, mul_one] at hs
  have hr : 1 / (1 + Real.exp a) + Real.exp a / (1 + Real.exp a) * Real.exp (b - a)
      = (1 + Real.exp b) / (1 + Real.exp a) := by
    rw [Real.exp_sub]
    field_simp
  rw [hr, ← Real.lt_log_iff_exp_lt (by positivity),
    Real.log_div (by positivity) (by positivity)] at hs
  linarith
```

For $x\neq m$ the theorem states

$$g(m)-\frac{f(m)}{T}(x-m)<g(x).$$

To derive it, put $a=-(m-\mu)/T$ and $b=-(x-\mu)/T$, and write $f=f(m)=e^a/(1+e^a)$. The exponential is strictly convex, so between the distinct points $0$ and $b-a$, with weights $1-f$ and $f$,

$$e^{f(b-a)}<(1-f)+f\,e^{b-a}=\frac{1+e^b}{1+e^a}.$$

The logarithm gives $f(b-a)<g(x)-g(m)$, and $b-a=-(x-m)/T$ turns this into the claim.

In the Lean proof, `hf` rewrites the occupation in terms of $e^a$, `hne` shows that the two points differ, `hs` is the convexity inequality and `hr` simplifies its right side. The tactic `linarith` finishes the linear rearrangement.

## Averaging over levels

```lean
omit [DecidableEq ι] in
/-- For `T > 0` and weights `w` that are nonnegative and sum to one, `ln Z` at the mean energy is
at most the mean of `ln Z`, with equality exactly if all levels of nonzero weight sit at the
mean energy. -/
theorem levelLogZ_mean {T : ℝ} (hT : 0 < T) (μ : ℝ) {w e : ι → ℝ} {m : ℝ}
    (hw : ∀ j, 0 ≤ w j) (hw1 : ∑ j, w j = 1) (hm : ∑ j, w j * e j = m) :
    levelLogZ T μ m ≤ ∑ j, w j * levelLogZ T μ (e j) ∧
    (levelLogZ T μ m = ∑ j, w j * levelLogZ T μ (e j) ↔ ∀ j, w j ≠ 0 → e j = m) := by
  let gap : ι → ℝ := fun j =>
    levelLogZ T μ (e j) - levelLogZ T μ m + fermi T μ m / T * (e j - m)
  have hpos : ∀ j, e j ≠ m → 0 < gap j := fun j hj => by
    have := levelLogZ_tangent hT μ hj
    simp only [gap]
    linarith
  have hzero : ∀ j, e j = m → gap j = 0 := fun j hj => by simp [gap, hj]
  have hnn : ∀ j ∈ univ, 0 ≤ w j * gap j := fun j _ => by
    by_cases hj : e j = m
    · simp [hzero j hj]
    · exact mul_nonneg (hw j) (hpos j hj).le
  -- the linear term of the tangent averages to zero
  have hsum : ∑ j, w j * gap j = ∑ j, w j * levelLogZ T μ (e j) - levelLogZ T μ m := by
    have hj : ∀ j, w j * gap j = w j * levelLogZ T μ (e j) - levelLogZ T μ m * w j
        + fermi T μ m / T * (w j * e j) - fermi T μ m / T * m * w j := fun j => by
      simp only [gap]
      ring
    simp only [hj, sum_add_distrib, sum_sub_distrib, ← mul_sum, hw1, hm]
    ring
  refine ⟨by linarith [sum_nonneg hnn], fun h j hj => ?_, fun h => ?_⟩
  · have h0 := (sum_eq_zero_iff_of_nonneg hnn).mp (by linarith) j (mem_univ j)
    by_contra hne
    exact (mul_ne_zero hj (hpos j hne).ne') h0
  · have h0 : ∑ j, w j * gap j = 0 := sum_eq_zero fun j _ => by
      by_cases hj : w j = 0
      · simp [hj]
      · simp [hzero j (h j hj)]
    linarith
```

Let the weights $w_j\ge 0$ sum to one, and let $m=\sum_j w_je_j$. The theorem has two parts, joined by `∧` ("and"). The first is Jensen's inequality for $g$, namely $g(m)\le\sum_j w_jg(e_j)$. The second, with `↔` for "if and only if", says that equality holds exactly when $e_j=m$ for every $j$ with $w_j\neq0$.

Define the distance from the tangent at $m$,

$$\text{gap}_j=g(e_j)-g(m)+\frac{f(m)}{T}(e_j-m).$$

By the tangent bound it is positive if $e_j\neq m$, and it is zero if $e_j=m$. In the weighted sum the linear term averages to zero, because $\sum_jw_j(e_j-m)=0$. Hence

$$\sum_jw_j\,\text{gap}_j=\sum_jw_jg(e_j)-g(m)\ge0.$$

A sum of nonnegative terms vanishes only if each term does, which settles the equality case. The facts `hpos`, `hzero` and `hsum` record these steps in the same order.

## The weights come from the eigenvectors

```lean
/-- For a unitary `U`, the weights `|U i j|²` of levels on sites sum to one over the levels
and over the sites. -/
theorem weights_sum {U : Matrix ι ι 𝕜} (hU : U * Uᴴ = 1) :
    (∀ i, ∑ j, ‖U i j‖ ^ 2 = 1) ∧ ∀ j, ∑ i, ‖U i j‖ ^ 2 = 1 := by
  constructor
  · intro i
    have h := congrFun (congrFun hU i) i
    simp only [Matrix.mul_apply, Matrix.one_apply_eq, Matrix.conjTranspose_apply,
      RCLike.star_def, RCLike.mul_conj] at h
    exact_mod_cast h
  · intro j
    have hU' : Uᴴ * U = 1 := mul_eq_one_comm.mp hU
    have h := congrFun (congrFun hU' j) j
    simp only [Matrix.mul_apply, Matrix.one_apply_eq, Matrix.conjTranspose_apply,
      RCLike.star_def, RCLike.conj_mul] at h
    exact_mod_cast h
```

Column $j$ of $U$ is the eigenvector of level $j$, and $|U_{ij}|^2$ is its weight on site $i$. The notation `Uᴴ` means $U^\dagger$. The diagonal elements of $UU^\dagger=1$ give $\sum_j|U_{ij}|^2=1$. For a finite square matrix $U^\dagger U=1$ follows, and its diagonal gives $\sum_i|U_{ij}|^2=1$.

```lean
/-- Each on-site energy of `H = U diag(e) U†` is the sum of the levels weighted by `|U i j|²`. -/
theorem onsite_eq_mean {H U : Matrix ι ι 𝕜} {e : ι → ℝ}
    (hH : H = U * diagonal (fun j => (e j : 𝕜)) * Uᴴ) (i : ι) :
    ∑ j, ‖U i j‖ ^ 2 * e j = onsite H i := by
  have h : H i i = ((∑ j, ‖U i j‖ ^ 2 * e j : ℝ) : 𝕜) := by
    rw [hH, Matrix.mul_apply]
    push_cast
    refine sum_congr rfl fun j _ => ?_
    rw [Matrix.mul_diagonal, Matrix.conjTranspose_apply, mul_right_comm, RCLike.star_def,
      RCLike.mul_conj]
  rw [onsite, h, RCLike.ofReal_re]
```

Multiplying out $H=U\,\mathrm{diag}(e)\,U^\dagger$ gives

$$H_{ii}=\sum_jU_{ij}\,e_j\,U_{ij}^*=\sum_j|U_{ij}|^2e_j.$$

Each on-site energy is thus a weighted mean of the levels. Most of the Lean proof moves between real numbers and elements of `𝕜`.

## The bound and its equality case

```lean
/-- Neglecting all hopping bounds the grand potential from above: for `H = U diag(e) U†` with
`U` unitary and `T > 0`, the on-site energies give at least the grand potential of the levels,
and the two agree exactly if every hopping element of `H` vanishes. -/
theorem grandPotential_le_onsite {T : ℝ} (hT : 0 < T) (μ : ℝ) {H U : Matrix ι ι 𝕜} {e : ι → ℝ}
    (hU : U * Uᴴ = 1) (hH : H = U * diagonal (fun j => (e j : 𝕜)) * Uᴴ) :
    grandPotential T μ e ≤ grandPotential T μ (onsite H) ∧
    (grandPotential T μ e = grandPotential T μ (onsite H) ↔ ∀ i k, i ≠ k → H i k = 0) := by
  obtain ⟨hrow, hcol⟩ := weights_sum hU
  have hJ := fun i => levelLogZ_mean hT μ (fun j => sq_nonneg ‖U i j‖) (hrow i)
    (onsite_eq_mean hH i)
  have hS : ∑ i, ∑ j, ‖U i j‖ ^ 2 * levelLogZ T μ (e j) = ∑ j, levelLogZ T μ (e j) := by
    rw [sum_comm]
    simp only [← sum_mul, hcol, one_mul]
  have hle := sum_le_sum fun i (_ : i ∈ univ) => (hJ i).1
  have hiff := sum_eq_sum_iff_of_le fun i (_ : i ∈ univ) => (hJ i).1
  rw [hS] at hle hiff
  unfold grandPotential
  refine ⟨by linarith [mul_le_mul_of_nonneg_left hle hT.le], fun h i k hik => ?_, fun h => ?_⟩
  · -- all levels with weight on site i equal H i i, so row i of H is that of a multiple of 1
    have hi := (hJ i).2.mp
      (hiff.mp (mul_left_cancel₀ (neg_ne_zero.mpr hT.ne') h).symm i (mem_univ i))
    have h0 := congrFun (congrFun hU i) k
    rw [Matrix.mul_apply, Matrix.one_apply_ne hik] at h0
    rw [hH, Matrix.mul_apply, ← mul_zero (onsite H i : 𝕜), ← h0, mul_sum]
    refine sum_congr rfl fun j _ => ?_
    rw [Matrix.mul_diagonal]
    by_cases hj : U i j = 0
    · simp [hj]
    · rw [hi j (pow_ne_zero 2 (norm_ne_zero_iff.mpr hj))]
      ring
  · -- for diagonal H, the eigenvalue equation H U = U diag(e) fixes the levels site by site
    have hHU : H * U = U * diagonal (fun j => (e j : 𝕜)) := by
      rw [hH, Matrix.mul_assoc, mul_eq_one_comm.mp hU, Matrix.mul_one]
    rw [hiff.mpr fun i _ => (hJ i).2.mpr fun j hj => ?_]
    have hUij : U i j ≠ 0 := fun h0 => hj (by simp [h0])
    have hij := congrFun (congrFun hHU i) j
    rw [Matrix.mul_apply, Matrix.mul_diagonal,
      sum_eq_single i (fun k _ hk => by rw [h i k hk.symm, zero_mul])
        (fun hi => absurd (mem_univ i) hi), mul_comm] at hij
    rw [onsite, mul_left_cancel₀ hUij hij, RCLike.ofReal_re]
```

The hypotheses are `hT` for $T>0$, `hU` for unitarity and `hH` for the spectral decomposition. The decomposition is assumed, but every Hermitian matrix has one. Since the $e_j$ are real, `hH` also makes $H$ Hermitian.

For the inequality, apply the averaging result at each site and sum over sites:

$$\sum_ig(H_{ii})\le\sum_i\sum_j|U_{ij}|^2g(e_j)=\sum_jg(e_j).$$

The last step exchanges the sums and uses the normalisation of the columns; it is `hS` in the proof. Multiplication by $-T$ reverses the inequality.

Now suppose that the two grand potentials agree. Then equality holds at every site, so $e_j=H_{ii}$ whenever $U_{ij}\neq0$. For $i\neq k$,

$$H_{ik}=\sum_jU_{ij}\,e_j\,U_{kj}^*=H_{ii}\sum_jU_{ij}U_{kj}^*=0,$$

because distinct rows of $U$ are orthogonal.

Conversely, let all hopping vanish. The eigenvalue equation $HU=U\,\mathrm{diag}(e)$ reads $H_{ii}U_{ij}=U_{ij}e_j$, so again $e_j=H_{ii}$ whenever $U_{ij}\neq0$, and equality holds at every site. The two bulleted blocks of the Lean proof are these two directions.

```lean
/-- Real symmetric case: for `H = U diag(e) Uᵀ` with `U` orthogonal and `T > 0`, the sum of
`ln(1 + exp(-(x - μ)/T))` over the diagonal of `H` is at most the sum over the levels. -/
theorem sum_log_diag_le {T : ℝ} (hT : 0 < T) (μ : ℝ) {H U : Matrix ι ι ℝ} {e : ι → ℝ}
    (hU : U * Uᵀ = 1) (hH : H = U * diagonal e * Uᵀ) :
    ∑ i, Real.log (1 + Real.exp (-(H i i - μ) / T))
      ≤ ∑ i, Real.log (1 + Real.exp (-(e i - μ) / T)) := by
  rw [← Matrix.conjTranspose_eq_transpose_of_trivial] at hU hH
  have h := (grandPotential_le_onsite hT μ hU hH).1
  simp only [grandPotential, levelLogZ, onsite, RCLike.re_to_real] at h
  exact le_of_mul_le_mul_left (by linarith) hT
```

This is the inequality for a real symmetric $H=U\,\mathrm{diag}(e)\,U^T$ with $U$ orthogonal, written out without the definitions:

$$\sum_i\ln\!\left(1+e^{-(H_{ii}-\mu)/T}\right)\le\sum_i\ln\!\left(1+e^{-(e_i-\mu)/T}\right).$$

The diagonal is now on the smaller side, since the factor $-T$ is gone. The proof takes the first half of the previous theorem, with $U^\dagger=U^T$ for real matrices, and divides by $T$.

## A dimer

```lean
/-- The even and odd combinations of the two site orbitals of a dimer, as columns. -/
def dimerOrbitals : Matrix (Fin 2) (Fin 2) ℝ :=
  !![(√2)⁻¹, (√2)⁻¹; (√2)⁻¹, -(√2)⁻¹]
```

The columns are the normalised combinations $(1,1)/\sqrt2$ and $(1,-1)/\sqrt2$ of two site orbitals. `Fin 2` is the index set with elements 0 and 1.

```lean
/-- The dimer orbitals are orthonormal and diagonalise the two-site Hamiltonian with on-site
energy `ε` and hopping `t`, with levels `ε + t` and `ε - t`. -/
theorem dimer_witness (ε t : ℝ) :
    dimerOrbitals * dimerOrbitalsᵀ = 1 ∧
    !![ε, t; t, ε] = dimerOrbitals * diagonal ![ε + t, ε - t] * dimerOrbitalsᵀ := by
  have hs : (√2)⁻¹ * (√2)⁻¹ = (1 / 2 : ℝ) := by
    rw [← mul_inv, Real.mul_self_sqrt (by norm_num)]
    norm_num
  unfold dimerOrbitals
  generalize (√2)⁻¹ = s at hs
  constructor
  · ext i j
    fin_cases i <;> fin_cases j <;> simp [Matrix.mul_apply, Fin.sum_univ_two] <;>
      linear_combination 2 * hs
  · ext i j
    fin_cases i <;> fin_cases j <;>
      simp [Matrix.mul_apply, Fin.sum_univ_two, Matrix.vecMul_diagonal]
    · linear_combination (-2 * ε) * hs
    · linear_combination (-2 * t) * hs
    · linear_combination (-2 * t) * hs
    · linear_combination (-2 * ε) * hs
```

The theorem confirms that these orbitals are orthonormal and diagonalise

$$H=\begin{pmatrix}\varepsilon&t\\t&\varepsilon\end{pmatrix},$$

where $\varepsilon$ is the on-site energy and $t$ the hopping. Many texts write the off-diagonal element as $-t$; here it is $+t$, so the even combination has energy $\varepsilon+t$. The entries follow from $\tfrac12(\varepsilon+t)+\tfrac12(\varepsilon-t)=\varepsilon$ and $\tfrac12(\varepsilon+t)-\tfrac12(\varepsilon-t)=t$. Lean checks them one at a time, using only $(1/\sqrt2)^2=\tfrac12$.

```lean
/-- In a dimer at `T > 0`, any nonzero hopping `t` lowers the grand potential strictly below
its value for two isolated sites of energy `ε`. -/
theorem dimer_strict {T t : ℝ} (hT : 0 < T) (ht : t ≠ 0) (μ ε : ℝ) :
    grandPotential T μ ![ε + t, ε - t] < grandPotential T μ (fun _ : Fin 2 => ε) := by
  obtain ⟨hU, hH⟩ := dimer_witness ε t
  rw [← Matrix.conjTranspose_eq_transpose_of_trivial] at hU hH
  have h := grandPotential_le_onsite hT μ hU hH
  have hd : onsite !![ε, t; t, ε] = fun _ : Fin 2 => ε := by
    funext i
    fin_cases i <;> simp [onsite]
  rw [hd] at h
  refine lt_of_le_of_ne h.1 fun heq => ht ?_
  simpa using h.2.mp heq 0 1 (by decide)

end

end HoppingGrandPotential
```

For $t\neq0$ the inequality is strict. The general theorem gives "at most", and equality would force the element between sites 0 and 1, which is $t$, to vanish.

Numbers make this concrete. Take $\varepsilon=\mu=0$, $T=1$ and $t=\ln2$. The levels $\pm\ln2$ contribute the factors $1+\tfrac12$ and $1+2$, so $\Omega=-\ln\tfrac92\approx-1.504$. Two isolated sites give $-\ln4\approx-1.386$. Hopping lowers the grand potential by $\ln\tfrac98\approx0.118$.

## The limit of zero temperature

As $T\to0^+$, the contribution $-Tg(x)$ of one level tends to $\min(x-\mu,0)$, and the bound becomes

$$\sum_j\min(e_j-\mu,0)\le\sum_i\min(H_{ii}-\mu,0).$$

This limit is a remark added to the checked theorems, which require $T>0$. The equality condition does not survive it: if $\varepsilon-\mu>|t|>0$, both levels of the dimer are empty and both sides are zero, although the hopping is not.

```lean
#print axioms HoppingGrandPotential.grandPotential_le_onsite
#print axioms HoppingGrandPotential.sum_log_diag_le
#print axioms HoppingGrandPotential.dimer_strict
```

```
'HoppingGrandPotential.grandPotential_le_onsite' depends on axioms: [propext, Classical.choice, Quot.sound]
'HoppingGrandPotential.sum_log_diag_le' depends on axioms: [propext, Classical.choice, Quot.sound]
'HoppingGrandPotential.dimer_strict' depends on axioms: [propext, Classical.choice, Quot.sound]
```
